# With no positive anharmonicity constants, the zero-point energy of the quadratic level formula lies between half the sum of fundamentals and half the sum of harmonic frequencies

Q: Show me one oscillator before you show me $n$ of them.

A: Take $E(v)=w(v+\tfrac12)+x(v+\tfrac12)^2$ with $x<0$. The ground level is $E(0)=\tfrac w2+\tfrac x4$. The fundamental is $E(1)-E(0)=w+2x$, because $\tfrac94-\tfrac14=2$, and half of it is $\tfrac w2+x$. The harmonic estimate $\tfrac w2$ misses $\tfrac x4$ and is too high; half the fundamental contains all of $x$ and is too low.

Q: With several modes there are cross terms. Do they behave the same way?

A: Yes, with different weights. For modes $i,j$ and quantum numbers $v_i$, let

$$E(v)=\sum_i w_i(v_i+\tfrac12)+\sum_{i\le j}x_{ij}(v_i+\tfrac12)(v_j+\tfrac12).$$

Write $H=\tfrac12\sum_i w_i$, $D=\sum_i x_{ii}$ and $C=\sum_{i<j}x_{ij}$. At $v=0$ every product is $\tfrac14$, so

$$E(0)=H+\tfrac14(D+C).$$

Now put one quantum into mode $k$. The linear part grows by $w_k$, and the diagonal term by $2x_{kk}$. Each pair containing $k$ grows by its constant times $\tfrac32\cdot\tfrac12-\tfrac14=\tfrac12$, and all other pairs stay put. The fundamental is therefore

$$\nu_k=w_k+2x_{kk}+\tfrac12\sum_{j>k}x_{kj}+\tfrac12\sum_{j<k}x_{jk}.$$

Summing over $k$ meets each pair twice, so $\sum_k\nu_k=2H+2D+C$. Half of this is

$$F=H+D+\tfrac12C.$$

Subtracting gives $E(0)-F=-\tfrac34D-\tfrac14C$ and $H-E(0)=-\tfrac14(D+C)$. Both are nonnegative when no constant is positive, hence $F\le E(0)\le H$.

Q: Can the bracket be narrowed?

A: Yes, from the same expressions:

$$E(0)-\tfrac12(F+H)=-\tfrac14D,\qquad \tfrac14(F+3H)-E(0)=-\tfrac18C.$$

The first needs a sign only for the diagonal constants, the second only for the intermode ones. A sum of nonpositive terms vanishes only if every term does, which settles when each bound is attained. For a single mode $C$ is an empty sum, so $E(0)=\tfrac14(F+3H)$ holds exactly.

Q: Now the formal version. What is a molecule in it?

A: A number of modes `n`, real frequencies and real constants, all in one energy unit. The case `n = 0` is allowed, and there every quantity is zero.

In Lean 4 with Mathlib:

```lean
import Mathlib

open Finset

namespace AnharmonicZeroPoint

noncomputable section

variable {n : ℕ}
```

Q: And the levels? I worry about pairs being counted twice.

A: `Fin n` labels the modes, and `v : Fin n → ℕ` holds the quantum numbers. The condition `i ≤ j` admits each pair once. Entries of `x` below the diagonal are never read, so no symmetry is assumed.

```lean
/-- Vibrational energy of the level with quantum numbers `v`, for harmonic frequencies `w` and
anharmonicity constants `x i j`, each pair of modes `i ≤ j` being counted once. -/
def level (w : Fin n → ℝ) (x : Fin n → Fin n → ℝ) (v : Fin n → ℕ) : ℝ :=
  ∑ i, w i * ((v i : ℝ) + 1 / 2) +
    ∑ i, ∑ j, if i ≤ j then x i j * ((v i : ℝ) + 1 / 2) * ((v j : ℝ) + 1 / 2) else 0
```

Q: Is the fundamental put in by formula?

A: No, it is a difference of two levels. `Pi.single k 1` is the state with one quantum in mode `k` and none elsewhere.

```lean
/-- The fundamental of mode `k`: the energy of one quantum in mode `k` above the ground level. -/
def fundamental (w : Fin n → ℝ) (x : Fin n → Fin n → ℝ) (k : Fin n) : ℝ :=
  level w x (Pi.single k 1) - level w x 0
```

The next three definitions are $H$, $F$ and $C$; $D$ appears directly as `∑ i, x i i`.

```lean
/-- Half the sum of the harmonic frequencies. -/
def halfHarmonic (w : Fin n → ℝ) : ℝ := (∑ i, w i) / 2

/-- Half the sum of the fundamentals. -/
def halfFundamental (w : Fin n → ℝ) (x : Fin n → Fin n → ℝ) : ℝ :=
  (∑ i, fundamental w x i) / 2

/-- The sum of the anharmonicity constants `x i j` over pairs of different modes `i < j`. -/
def coupling (x : Fin n → Fin n → ℝ) : ℝ := ∑ i, ∑ j, if i < j then x i j else 0
```

Q: The level formula is itself an approximation. What have you left out?

A: It is a definition here, not derived from a potential surface. It has no constant offset, no resonance treatment, no higher-order terms and no angular-momentum terms for degenerate modes. Also, "zero-point energy" means the value at $v=0$: with a negative diagonal constant the formula eventually turns downward at high excitation, where it no longer describes a molecule.

Q: And the signs?

A: They are assumed. A negative diagonal constant means that the levels of a mode close up as it is excited, as in a Morse oscillator. A negative intermode constant means that exciting one mode lowers the transition energy of the other. Real molecules can have positive constants, so the signs must be checked case by case.

Q: Then take me through the proof, starting with the ground level.

A: `hlin` evaluates the harmonic part. `hp` splits each term with `i ≤ j` into a diagonal and an off-diagonal piece, each carrying the factor $\tfrac14$. The case split also produces impossible orderings of `i` and `j`, which `order` rejects.

```lean
/-- The zero-point energy is half the sum of the harmonic frequencies plus a quarter of the sum
of all anharmonicity constants. -/
theorem zeroPoint_eq (w : Fin n → ℝ) (x : Fin n → Fin n → ℝ) :
    level w x 0 = halfHarmonic w + (∑ i, x i i + coupling x) / 4 := by
  have hlin : ∑ i, w i * (((0 : Fin n → ℕ) i : ℝ) + 1 / 2) = (∑ i, w i) / 2 := by
    rw [Finset.sum_div]
    refine Finset.sum_congr rfl fun i _ => ?_
    simp only [Pi.zero_apply, Nat.cast_zero]
    ring
  -- split the pairs `i ≤ j` into diagonal and off-diagonal ones
  have hp : ∀ i j : Fin n,
      (if i ≤ j then x i j * (((0 : Fin n → ℕ) i : ℝ) + 1 / 2) *
        (((0 : Fin n → ℕ) j : ℝ) + 1 / 2) else 0) =
      (if i = j then x i j else 0) / 4 + (if i < j then x i j else 0) / 4 := by
    intro i j
    simp only [Pi.zero_apply, Nat.cast_zero]
    split_ifs <;> first | (exfalso; order) | ring
  unfold level halfHarmonic coupling
  rw [hlin, Finset.sum_congr rfl fun i _ => Finset.sum_congr rfl fun j _ => hp i j]
  simp only [Finset.sum_add_distrib, ← Finset.sum_div, Finset.sum_ite_eq, Finset.mem_univ,
    if_true]
  ring
```

Q: Where does the excited mode enter?

A: In the next theorem. Its `hp` writes each excited pair term as the ground term plus three possible increments: $2x_{kk}$ on the diagonal, and half a constant when `k` is the first or the second member of a pair. `hrow` picks out the row belonging to `k`, and `linear_combination` subtracts the ground level.

```lean
/-- The fundamental of mode `k` is its harmonic frequency, plus twice its diagonal anharmonicity
constant, plus half the sum of its constants with all other modes. -/
theorem fundamental_eq (w : Fin n → ℝ) (x : Fin n → Fin n → ℝ) (k : Fin n) :
    fundamental w x k = w k + 2 * x k k + (∑ j, if k < j then x k j else 0) / 2 +
      (∑ j, if j < k then x j k else 0) / 2 := by
  have hs : ∀ i, (((Pi.single k 1 : Fin n → ℕ) i : ℕ) : ℝ) = if i = k then 1 else 0 := by
    intro i
    simp [Pi.single_apply]
  have hl : ∀ i, w i * (((Pi.single k 1 : Fin n → ℕ) i : ℝ) + 1 / 2) =
      w i * (((0 : Fin n → ℕ) i : ℝ) + 1 / 2) + if i = k then w i else 0 := by
    intro i
    simp only [hs, Pi.zero_apply, Nat.cast_zero]
    split_ifs <;> ring
  have hlin : ∑ i, w i * (((Pi.single k 1 : Fin n → ℕ) i : ℝ) + 1 / 2) =
      ∑ i, w i * (((0 : Fin n → ℕ) i : ℝ) + 1 / 2) + w k := by
    rw [Finset.sum_congr rfl fun i _ => hl i, Finset.sum_add_distrib]
    simp only [Finset.sum_ite_eq', Finset.mem_univ, if_true]
  -- the change of each pair term when one quantum is put into mode `k`
  have hp : ∀ i j : Fin n,
      (if i ≤ j then x i j * (((Pi.single k 1 : Fin n → ℕ) i : ℝ) + 1 / 2) *
        (((Pi.single k 1 : Fin n → ℕ) j : ℝ) + 1 / 2) else 0) =
      (if i ≤ j then x i j * (((0 : Fin n → ℕ) i : ℝ) + 1 / 2) *
        (((0 : Fin n → ℕ) j : ℝ) + 1 / 2) else 0) +
      (if i = k then (if j = k then 2 * x i j else 0) else 0) +
      (if i = k then (if i < j then x i j else 0) / 2 else 0) +
      (if j = k then (if i < j then x i j else 0) / 2 else 0) := by
    intro i j
    simp only [hs, Pi.zero_apply, Nat.cast_zero]
    split_ifs <;> first | (exfalso; order) | ring
  have hrow : ∀ g : Fin n → Fin n → ℝ,
      ∑ i, ∑ j, (if i = k then g i j else 0) = ∑ j, g k j := by
    intro g
    rw [Finset.sum_comm]
    simp only [Finset.sum_ite_eq', Finset.mem_univ, if_true]
  have hquad := Finset.sum_congr (rfl : (Finset.univ : Finset (Fin n)) = Finset.univ)
    fun i _ => Finset.sum_congr (rfl : (Finset.univ : Finset (Fin n)) = Finset.univ)
      fun j _ => hp i j
  simp only [Finset.sum_add_distrib, hrow, Finset.sum_ite_eq', Finset.mem_univ, if_true,
    ← Finset.sum_div] at hquad
  unfold fundamental level
  linear_combination hlin + hquad
```

Q: And the double counting in the sum over modes?

A: That is `hc`. Exchanging the order of summation shows that the pairs with `j < k` have the same total as those with `k < j`. Each total enters $F$ with weight $\tfrac14$, which together makes $\tfrac12C$.

```lean
/-- Half the sum of the fundamentals is half the sum of the harmonic frequencies, plus the sum
of the diagonal constants, plus half the sum of the intermode constants. -/
theorem halfFundamental_eq (w : Fin n → ℝ) (x : Fin n → Fin n → ℝ) :
    halfFundamental w x = halfHarmonic w + ∑ i, x i i + coupling x / 2 := by
  -- summing over modes meets every pair twice
  have hc : (∑ k, ∑ j, if j < k then x j k else 0) =
      ∑ k, ∑ j, if k < j then x k j else 0 := Finset.sum_comm
  unfold halfFundamental halfHarmonic coupling
  simp only [fundamental_eq, Finset.sum_add_distrib, ← Finset.sum_div, ← Finset.mul_sum]
  linear_combination (1 / 4) * hc
```

Q: So the bracket is now only a matter of signs?

A: Yes. The hypothesis `hx` covers exactly the entries with `i ≤ j`. It gives $D\le0$ and $C\le0$, and `linarith` does the rest. No sign is required of the frequencies.

```lean
/-- If no anharmonicity constant is positive, the zero-point energy lies between half the sum of
the fundamentals and half the sum of the harmonic frequencies. -/
theorem zeroPoint_between (w : Fin n → ℝ) (x : Fin n → Fin n → ℝ)
    (hx : ∀ i j, i ≤ j → x i j ≤ 0) :
    halfFundamental w x ≤ level w x 0 ∧ level w x 0 ≤ halfHarmonic w := by
  have hD : ∑ i, x i i ≤ 0 := Finset.sum_nonpos fun i _ => hx i i le_rfl
  have hC : coupling x ≤ 0 := by
    refine Finset.sum_nonpos fun i _ => Finset.sum_nonpos fun j _ => ?_
    split_ifs with h
    · exact hx i j h.le
    · exact le_rfl
  rw [halfFundamental_eq, zeroPoint_eq]
  constructor <;> linarith
```

Q: What about the narrower bounds?

A: The lower one assumes `x i i ≤ 0` and leaves the intermode constants free. `hz` is the statement about vanishing sums of nonpositive terms, and it yields the equality condition.

```lean
/-- If no diagonal anharmonicity constant is positive, the zero-point energy is at least the mean
of the two estimates, with equality exactly when all diagonal constants vanish. -/
theorem mean_le_zeroPoint (w : Fin n → ℝ) (x : Fin n → Fin n → ℝ) (hx : ∀ i, x i i ≤ 0) :
    (halfFundamental w x + halfHarmonic w) / 2 ≤ level w x 0 ∧
      (level w x 0 = (halfFundamental w x + halfHarmonic w) / 2 ↔ ∀ i, x i i = 0) := by
  have hD : ∑ i, x i i ≤ 0 := Finset.sum_nonpos fun i _ => hx i
  have hz := Finset.sum_eq_zero_iff_of_nonpos (s := Finset.univ) fun i _ => hx i
  rw [halfFundamental_eq, zeroPoint_eq]
  refine ⟨by linarith, fun h i => hz.1 (by linarith) i (Finset.mem_univ i), fun h => ?_⟩
  have h0 := hz.2 fun i _ => h i
  linarith
```

The upper one leaves the diagonal constants free. Because $C$ is a double sum, the vanishing argument runs twice: first over rows (`h1`), then within a row (`h2`).

```lean
/-- If no intermode anharmonicity constant is positive, the zero-point energy is at most one
quarter of the fundamental estimate plus three quarters of the harmonic one, with equality
exactly when all intermode constants vanish. -/
theorem zeroPoint_le_weighted (w : Fin n → ℝ) (x : Fin n → Fin n → ℝ)
    (hx : ∀ i j, i < j → x i j ≤ 0) :
    level w x 0 ≤ (halfFundamental w x + 3 * halfHarmonic w) / 4 ∧
      (level w x 0 = (halfFundamental w x + 3 * halfHarmonic w) / 4 ↔
        ∀ i j, i < j → x i j = 0) := by
  have ht : ∀ i j : Fin n, (if i < j then x i j else 0) ≤ 0 := by
    intro i j
    split_ifs with h
    · exact hx i j h
    · exact le_rfl
  have hr : ∀ i : Fin n, (∑ j, if i < j then x i j else 0) ≤ 0 :=
    fun i => Finset.sum_nonpos fun j _ => ht i j
  have hC : coupling x ≤ 0 := Finset.sum_nonpos fun i _ => hr i
  rw [halfFundamental_eq, zeroPoint_eq]
  refine ⟨by linarith, fun h i j hij => ?_, fun h => ?_⟩
  · -- a vanishing sum of nonpositive terms has only vanishing terms
    have h0 : coupling x = 0 := by linarith
    unfold coupling at h0
    have h1 := (Finset.sum_eq_zero_iff_of_nonpos fun i _ => hr i).1 h0 i (Finset.mem_univ i)
    have h2 := (Finset.sum_eq_zero_iff_of_nonpos fun j _ => ht i j).1 h1 j (Finset.mem_univ j)
    rwa [if_pos hij] at h2
  · have h0 : coupling x = 0 := by
      refine Finset.sum_eq_zero fun i _ => Finset.sum_eq_zero fun j _ => ?_
      split_ifs with hij
      · exact h i j hij
      · rfl
    linarith

end

end AnharmonicZeroPoint
```

Q: What does this tell me when I correct an electronic energy for zero-point motion?

A: Within this quadratic formula and with no positive constants, harmonic frequencies never give too small a correction and fundamentals never too large a one, while the plain average of the two estimates still does not exceed the formula's $E(0)$ and falls short of it whenever some diagonal constant is nonzero.

```lean
#print axioms AnharmonicZeroPoint.zeroPoint_between
#print axioms AnharmonicZeroPoint.mean_le_zeroPoint
#print axioms AnharmonicZeroPoint.zeroPoint_le_weighted
```

```
'AnharmonicZeroPoint.zeroPoint_between' depends on axioms: [propext, Classical.choice, Quot.sound]
'AnharmonicZeroPoint.mean_le_zeroPoint' depends on axioms: [propext, Classical.choice, Quot.sound]
'AnharmonicZeroPoint.zeroPoint_le_weighted' depends on axioms: [propext, Classical.choice, Quot.sound]
```
